# The integral of w / sinh(w/T) over all energy transfers w is π²T²/2 for T > 0

The theorem says that for every real T > 0 the integral of w / sinh(w/T) over the whole real line, with w read as an energy transfer, equals π²T²/2. It is a statement about this integral alone; no Hamiltonian, scattering rate or lifetime enters it. At w = 0 Lean's division gives the integrand the value 0 instead of its limit T, but a single point does not affect the integral. The proof expands the integrand for w > 0 as a series of decaying exponentials, integrates term by term and uses the sum π²/8 of the inverse odd squares. Since the integrand is even, the full integral is twice the one over the positive half-line.

In Lean, a first try:

```lean
import Mathlib

open Real MeasureTheory Set Filter Topology

namespace FermiLiquidLifetime

noncomputable section

private theorem integrable_of_pos {α : Type*} [MeasurableSpace α] {μ : Measure α} {f : α → ℝ}
    (h : 0 < ∫ x, f x ∂μ) : Integrable f μ := by
  by_contra hn
  rw [integral_undef hn] at h
  exact lt_irrefl _ h

private theorem hasSum_odd : HasSum (fun k : ℕ => 1 / (2 * (k : ℝ) + 1) ^ 2) (π ^ 2 / 8) := by
  have hz := hasSum_zeta_two
  have he : HasSum (fun k : ℕ => 1 / ((2 * k : ℕ) : ℝ) ^ 2) (π ^ 2 / 24) := by
    have e : (fun k : ℕ => 1 / ((2 * k : ℕ) : ℝ) ^ 2) =
        fun k : ℕ => (1 / 4 : ℝ) * (1 / (k : ℝ) ^ 2) := by
      ext k
      push_cast
      ring
    rw [e, show π ^ 2 / 24 = (1 / 4 : ℝ) * (π ^ 2 / 6) by ring]
    exact hz.mul_left (1 / 4 : ℝ)
  have ho : Summable (fun k : ℕ => 1 / ((2 * k + 1 : ℕ) : ℝ) ^ 2) :=
    hz.summable.comp_injective (i := fun k : ℕ => 2 * k + 1)
      (fun a b h => by have h' : 2 * a + 1 = 2 * b + 1 := h; omega)
  obtain ⟨s, hs⟩ := ho
  have h := (HasSum.even_add_odd (f := fun n : ℕ => 1 / (n : ℝ) ^ 2) he hs).unique hz
  have h8 : s = π ^ 2 / 8 := by linarith
  rw [h8] at hs
  push_cast at hs
  exact hs

private theorem integral_mul_exp {b : ℝ} (hb : 0 < b) :
    ∫ t in Ioi (0 : ℝ), t * Real.exp (-(b * t)) = 1 / b ^ 2 := by
  have h := Real.integral_rpow_mul_exp_neg_mul_Ioi (a := 2) (r := b) two_pos hb
  have e : (2 : ℝ) - 1 = 1 := by norm_num
  rw [e, Real.Gamma_two, mul_one, Real.rpow_two] at h
  simp only [Real.rpow_one] at h
  rw [h]
  ring

/-- The integral of `w / sinh (w / T)` over all energy transfers is `π² T² / 2`. -/
theorem integral_div_sinh {T : ℝ} (hT : 0 < T) :
    ∫ w : ℝ, w / Real.sinh (w / T) = π ^ 2 * T ^ 2 / 2 := by
  obtain ⟨F, hF⟩ : ∃ F : ℕ → ℝ → ℝ, ∀ k t,
      F k t = 2 * (t * Real.exp (-((2 * (k : ℝ) + 1) / T * t))) := ⟨_, fun _ _ => rfl⟩
  have hI : ∀ k, ∫ t in Ioi (0 : ℝ), F k t = 2 * T ^ 2 * (1 / (2 * (k : ℝ) + 1) ^ 2) := by
    intro k
    simp only [hF]
    rw [integral_const_mul, integral_mul_exp (by positivity)]
    field_simp
  have hN : ∀ k, ∫ t in Ioi (0 : ℝ), ‖F k t‖ = 2 * T ^ 2 * (1 / (2 * (k : ℝ) + 1) ^ 2) := by
    intro k
    rw [← hI k]
    refine setIntegral_congr_fun measurableSet_Ioi fun t ht => ?_
    have ht' : 0 < t := ht
    exact Real.norm_of_nonneg (by rw [hF]; positivity)
  have hodd := hasSum_odd.mul_left (2 * T ^ 2)
  have hs := hasSum_integral_of_summable_integral_norm (μ := volume.restrict (Ioi (0 : ℝ)))
    (F := F) (fun k => integrable_of_pos (by rw [hI k]; positivity))
    (by simp only [hN]; exact hodd.summable)
  simp only [hI] at hs
  -- the geometric series in exp (-2 t / T) sums to the hyperbolic sine
  have hsum : ∫ t in Ioi (0 : ℝ), t / Real.sinh (t / T) = ∫ t in Ioi (0 : ℝ), ∑' k, F k t := by
    refine setIntegral_congr_fun measurableSet_Ioi fun t ht => ?_
    have ht' : 0 < t := ht
    obtain ⟨q, hq⟩ : ∃ q, q = Real.exp (-(t / T)) := ⟨_, rfl⟩
    have q0 : 0 < q := hq ▸ Real.exp_pos _
    have q1 : q < 1 := by
      rw [hq, Real.exp_lt_one_iff]
      exact neg_neg_of_pos (div_pos ht' hT)
    have hk : ∀ k, F k t = 2 * t * q * (q ^ 2) ^ k := by
      intro k
      have : Real.exp (-((2 * (k : ℝ) + 1) / T * t)) = q * (q ^ 2) ^ k := by
        rw [← pow_mul, hq, ← Real.exp_nat_mul, ← Real.exp_add]
        congr 1
        push_cast
        ring
      rw [hF, this]
      ring
    have hsh : Real.sinh (t / T) = (1 - q ^ 2) / (2 * q) := by
      have : Real.exp (t / T) = q⁻¹ := by rw [hq, Real.exp_neg, inv_inv]
      rw [Real.sinh_eq, this, ← hq]
      field_simp
    change t / Real.sinh (t / T) = ∑' k, F k t
    simp only [hk]
    rw [tsum_mul_left, tsum_geometric_of_lt_one (by positivity) (by nlinarith), hsh,
      div_div_eq_mul_div]
    ring
  have habs : ∀ w : ℝ, w / Real.sinh (w / T) = |w| / Real.sinh (|w| / T) := by
    intro w
    rcases abs_choice w with h | h <;> rw [h]
    rw [neg_div, Real.sinh_neg, neg_div_neg_eq]
  simp only [habs]
  rw [integral_comp_abs (f := fun t => t / Real.sinh (t / T)), hsum, hs.unique hodd]
  ring

end

end FermiLiquidLifetime
```

The error:

```
Main.lean:95:17: error: Tactic `rewrite` failed: Did not find an occurrence of the pattern
  sinh (-?x)
in the target expression
  w / sinh (w / T) = -(w / sinh (-w / T))

case inr
T : ℝ
hT : 0 < T
F : ℕ → ℝ → ℝ
hF : ∀ (k : ℕ) (t : ℝ), F k t = 2 * (t * rexp (-((2 * ↑k + 1) / T * t)))
hI : ∀ (k : ℕ), ∫ (t : ℝ) in Ioi 0, F k t = 2 * T ^ 2 * (1 / (2 * ↑k + 1) ^ 2)
hN : ∀ (k : ℕ), ∫ (t : ℝ) in Ioi 0, ‖F k t‖ = 2 * T ^ 2 * (1 / (2 * ↑k + 1) ^ 2)
hodd : HasSum (fun i => 2 * T ^ 2 * (1 / (2 * ↑i + 1) ^ 2)) (2 * T ^ 2 * (π ^ 2 / 8))
hs : HasSum (fun x => 2 * T ^ 2 * (1 / (2 * ↑x + 1) ^ 2)) (∫ (a : ℝ) in Ioi 0, ∑' (i : ℕ), F i a)
hsum : ∫ (t : ℝ) in Ioi 0, t / sinh (t / T) = ∫ (t : ℝ) in Ioi 0, ∑' (k : ℕ), F k t
w : ℝ
h : |w| = -w
⊢ w / sinh (w / T) = -(w / sinh (-w / T))
Main.lean:96:2: error: Tactic `simp` failed with a nested error:
maximum recursion depth has been reached
use `set_option maxRecDepth <num>` to increase limit
use `set_option diagnostics true` to get diagnostic information
```

Cause. The first error arises in the proof that the integrand is even, in the case `|w| = -w`. `rw [neg_div]` took the outer quotient `-w / sinh (-w / T)` as its match and left the inner `-w / T` alone. The argument of `sinh` was then a quotient, not a negation, so `Real.sinh_neg` found nothing to rewrite. The repair names the inner instance, `-w / T = -(w / T)`, after which the other two rewrites fit.

The second error is a loop. The right side of `habs` has the form of its left side with `|w|` in place of `w`, so `simp only [habs]` can rewrite its own result again and again until the recursion limit is reached. The repair uses `habs` just once, through `integral_congr_ae` in `hc`.

The step `hh` writes out the passage to the half-line, by the same lemma `integral_comp_abs` as before; no message concerns that step. The changed comment is mere tidying: the series sums to `t / sinh (t / T)`, not to the hyperbolic sine.

As a diff, the version that Lean accepts:

```diff
@@ -63,5 +63,5 @@
     (by simp only [hN]; exact hodd.summable)
   simp only [hI] at hs
-  -- the geometric series in exp (-2 t / T) sums to the hyperbolic sine
+  -- the geometric series in exp (-2 t / T) sums to t / sinh (t / T)
   have hsum : ∫ t in Ioi (0 : ℝ), t / Real.sinh (t / T) = ∫ t in Ioi (0 : ℝ), ∑' k, F k t := by
     refine setIntegral_congr_fun measurableSet_Ioi fun t ht => ?_
@@ -93,7 +93,11 @@
     intro w
     rcases abs_choice w with h | h <;> rw [h]
-    rw [neg_div, Real.sinh_neg, neg_div_neg_eq]
-  simp only [habs]
-  rw [integral_comp_abs (f := fun t => t / Real.sinh (t / T)), hsum, hs.unique hodd]
+    rw [show -w / T = -(w / T) from neg_div _ _, Real.sinh_neg, neg_div_neg_eq]
+  have hc : ∫ w : ℝ, w / Real.sinh (w / T) = ∫ w : ℝ, |w| / Real.sinh (|w| / T) :=
+    integral_congr_ae (Eventually.of_forall habs)
+  have hh : ∫ w : ℝ, |w| / Real.sinh (|w| / T) =
+      2 * ∫ t in Ioi (0 : ℝ), t / Real.sinh (t / T) :=
+    integral_comp_abs (f := fun t => t / Real.sinh (t / T))
+  rw [hc, hh, hsum, hs.unique hodd]
   ring
 
```
